# The inverse of H − E on a finite chain, from two solutions with nonzero Wronskian

Q: My code needs a few elements of \((H-E)^{-1}\) for a chain with sites \(1,\dots,n\), on-site energies \(V_1,\dots,V_n\) and nearest-neighbour hopping \(-1\). It never inverts a matrix. It sweeps from the left wall with \(u_0=0\), \(u_1=1\), and from the right wall with \(v_{n+1}=0\), \(v_n=1\):

\[
u_{k+2}=(V_{k+1}-E)u_{k+1}-u_k,\qquad v_k=(V_{k+1}-E)v_{k+1}-v_{k+2}\qquad(0\le k<n).
\]

Then it sets \(W=u_1v_0\) and returns, for sites \(k\) and \(l\),

\[
g(k,l)=\frac{u_{\min(k,l)}\,v_{\max(k,l)}}{W}.
\]

Why is that the inverse?

A: Assume \(W\ne0\); otherwise the formula is not defined. The reason is that \(W\) is the conserved Wronskian of the two sweeps. Define \(W_k=u_{k+1}v_k-u_kv_{k+1}\). Then

\[
\begin{aligned}
W_{k+1}-W_k&=v_{k+1}(u_{k+2}+u_k)-u_{k+1}(v_{k+2}+v_k)\\
&=(V_{k+1}-E)(v_{k+1}u_{k+1}-u_{k+1}v_{k+1})=0,
\end{aligned}
\]

and \(W_0=u_1v_0=W\), since \(u_0=0\).

Now number matrix rows and columns from 0, so that row \(i\) is site \(i+1\). Fix a source at site \(j+1\) and apply the difference operator at site \(i+1\):

\[
-g(i+2,j+1)-g(i,j+1)+(V_{i+1}-E)\,g(i+1,j+1).
\]

If \(i<j\), all three values are \(v_{j+1}/W\) times values of \(u\), so the result is zero. If \(i>j\), they are \(u_{j+1}/W\) times values of \(v\), and it is zero again. If \(i=j\), use \((V_{i+1}-E)u_{i+1}=u_{i+2}+u_i\):

\[
\frac{-u_{i+1}v_{i+2}-u_iv_{i+1}+(u_{i+2}+u_i)v_{i+1}}{W}=\frac{W_{i+1}}{W}=1.
\]

Finally, \(g(0,j+1)=0\) because \(u_0=0\), and \(g(n+1,j+1)=0\) because \(v_{n+1}=0\). The neighbours missing from the first and last matrix rows would have contributed nothing, so \((H-E)G=1\) with \(G_{ij}=g(i+1,j+1)\). For square matrices, \(G(H-E)=1\) follows.

Q: My energies are complex, \(E=\varepsilon+i\eta\). Does the formal version allow that?

A: Yes. The scalars come from an arbitrary field `K`, which may be the real or the complex numbers.

In Lean 4 with Mathlib:

```lean
import Mathlib

open Matrix

namespace DirichletGreenFunction

noncomputable section

variable {K : Type*} [Field K]
```

Q: And is the matrix my Hamiltonian, or some idealised relative?

A: It is the finite tridiagonal matrix, with energies measured in units of the hopping. Bond-dependent hopping, longer range and interactions are not covered.

```lean
/-- The Dirichlet Hamiltonian of a chain with sites `1, …, n`: the potential `V` on the diagonal
and hopping `-1` between neighbours. The matrix index `i` stands for site `i + 1`. -/
def hamiltonian (n : ℕ) (V : ℕ → K) : Matrix (Fin n) (Fin n) K :=
  Matrix.of fun i j =>
    (if (i : ℕ) = (j : ℕ) then V ((i : ℕ) + 1) else 0)
      - (if (j : ℕ) = (i : ℕ) + 1 then 1 else 0)
      - (if (i : ℕ) = (j : ℕ) + 1 then 1 else 0)
```

Q: The Schrödinger equation should hold on the sites, not at the walls.

A: That is how `Solves` reads. For each `j < n` it imposes the equation at site \(j+1\), which involves only \(y_0,\dots,y_{n+1}\). The shift avoids subtracting from natural numbers. The solutions are hypotheses, and your two recurrences construct them.

```lean
/-- The lattice function `y` solves the discrete Schrödinger equation
`-y_{j+1} - y_{j-1} + V_j y_j = E y_j` at the sites `1, …, n`. -/
def Solves (n : ℕ) (V : ℕ → K) (E : K) (y : ℕ → K) : Prop :=
  ∀ j < n, -y (j + 2) - y j + V (j + 1) * y (j + 1) = E * y (j + 1)
```

Q: Where does the Wronskian enter the definition of the Green function?

A: Through its value at the left wall, `u 1 * v 0`. Multiplying \(u\) or \(v\) by a nonzero constant leaves the quotient unchanged, so your seeds of 1 are only a convenient choice. Mind the sign: this is the inverse of \(H-E\), the negative of the resolvent \((E-H)^{-1}\).

```lean
/-- The Green function `u_min(i,j) v_max(i,j) / (u_1 v_0)` between sites `i` and `j`,
meant for `u_1 v_0 ≠ 0`. -/
def green (u v : ℕ → K) (i j : ℕ) : K :=
  u (min i j) * v (max i j) / (u 1 * v 0)
```

The matrix restricts this function to the sites of the chain.

```lean
/-- The Green function as a matrix on the sites `1, …, n`, meant for `u_1 v_0 ≠ 0`. -/
def greenMatrix (n : ℕ) (u v : ℕ → K) : Matrix (Fin n) (Fin n) K :=
  Matrix.of fun i j => green u v ((i : ℕ) + 1) ((j : ℕ) + 1)
```

Q: The end rows still worry me. A matrix knows nothing about a site 0.

A: `hamiltonian_mulVec` deals with that. It splits the matrix product into a diagonal sum, a right-neighbour sum and a left-neighbour sum. When a neighbour is a wall, its sum is empty of contributions, and the hypotheses `h0` and `hn` say that the wall value is zero too. Every row therefore agrees with the three-point operator.

```lean
/-- On a lattice function that vanishes at the walls `0` and `n + 1`, the Dirichlet Hamiltonian
acts as the three-point difference operator. -/
theorem hamiltonian_mulVec {n : ℕ} (V y : ℕ → K) (h0 : y 0 = 0) (hn : y (n + 1) = 0)
    (i : Fin n) :
    (hamiltonian n V *ᵥ fun k : Fin n => y ((k : ℕ) + 1)) i
      = -y ((i : ℕ) + 2) - y (i : ℕ) + V ((i : ℕ) + 1) * y ((i : ℕ) + 1) := by
  have hi := i.isLt
  have hs : (hamiltonian n V *ᵥ fun k : Fin n => y ((k : ℕ) + 1)) i
      = ∑ k ∈ Finset.range n, ((if (i : ℕ) = k then V ((i : ℕ) + 1) else 0)
        - (if k = (i : ℕ) + 1 then 1 else 0)
        - (if (i : ℕ) = k + 1 then 1 else 0)) * y (k + 1) :=
    Fin.sum_univ_eq_sum_range (fun k : ℕ => ((if (i : ℕ) = k then V ((i : ℕ) + 1) else 0)
        - (if k = (i : ℕ) + 1 then 1 else 0)
        - (if (i : ℕ) = k + 1 then 1 else 0)) * y (k + 1)) n
  -- the diagonal term
  have h1 : ∑ k ∈ Finset.range n, (if (i : ℕ) = k then V ((i : ℕ) + 1) else 0) * y (k + 1)
      = V ((i : ℕ) + 1) * y ((i : ℕ) + 1) := by
    simp [ite_mul]
  -- the right neighbour, which may be the wall `n + 1`
  have h2 : ∑ k ∈ Finset.range n, (if k = (i : ℕ) + 1 then (1 : K) else 0) * y (k + 1)
      = y ((i : ℕ) + 2) := by
    simp only [ite_mul, one_mul, zero_mul, Finset.sum_ite_eq', Finset.mem_range]
    split_ifs with h
    · rfl
    · have e : (i : ℕ) + 2 = n + 1 := by omega
      rw [e, hn]
  -- the left neighbour, which may be the wall `0`
  have h3 : ∀ m, m < n →
      ∑ k ∈ Finset.range n, (if m = k + 1 then (1 : K) else 0) * y (k + 1) = y m := by
    intro m hm
    cases m with
    | zero => simp [h0]
    | succ m =>
      have hm' : m < n := by omega
      simp [ite_mul, hm']
  rw [hs]
  simp only [sub_mul, Finset.sum_sub_distrib]
  rw [h1, h2, h3 i hi]
  ring
```

Q: Then the point source must be the real content.

A: It is, and `green_source` follows the calculation above. The internal statement `hC` is the conservation law, proved by induction: `linear_combination` multiplies the equation for \(u\) by \(v_{k+1}\), the equation for \(v\) by \(u_{k+1}\), and subtracts. `lt_trichotomy` then separates the sites left of, at and right of the source. The many `min` and `max` rewrites only select the correct branch of \(g\).

```lean
/-- If `u` and `v` solve the Schrödinger equation at sites `1, …, n`, `u_0 = 0` and
`u_1 v_0 ≠ 0`, then the Green function solves it with a unit point source. -/
theorem green_source {n : ℕ} {V u v : ℕ → K} {E : K} (hu : Solves n V E u)
    (hv : Solves n V E v) (hu0 : u 0 = 0) (hW : u 1 * v 0 ≠ 0) {i j : ℕ}
    (hi : i < n) (hj : j < n) :
    -green u v (i + 2) (j + 1) - green u v i (j + 1)
      + (V (i + 1) - E) * green u v (i + 1) (j + 1) = if i = j then 1 else 0 := by
  -- the Wronskian keeps its value at the left wall
  have hC : ∀ k, k ≤ n → u (k + 1) * v k - u k * v (k + 1) = u 1 * v 0 := by
    intro k
    induction k with
    | zero => intro _; simp [hu0]
    | succ k ih =>
      intro hk
      linear_combination ih (by omega) - v (k + 1) * hu k (by omega)
        + u (k + 1) * hv k (by omega)
  unfold green
  rcases lt_trichotomy i j with h | h | h
  · -- left of the source the column is proportional to `u`
    rw [if_neg (by omega), min_eq_left (by omega : i + 2 ≤ j + 1),
      max_eq_right (by omega : i + 2 ≤ j + 1), min_eq_left (by omega : i ≤ j + 1),
      max_eq_right (by omega : i ≤ j + 1), min_eq_left (by omega : i + 1 ≤ j + 1),
      max_eq_right (by omega : i + 1 ≤ j + 1)]
    linear_combination (v (j + 1) / (u 1 * v 0)) * hu i hi
  · -- at the source the Wronskian appears
    subst h
    rw [if_pos rfl, min_eq_right (by omega : i + 1 ≤ i + 2),
      max_eq_left (by omega : i + 1 ≤ i + 2), min_eq_left (by omega : i ≤ i + 1),
      max_eq_right (by omega : i ≤ i + 1), min_self, max_self]
    have hX : -(u (i + 1) * v (i + 2)) - u i * v (i + 1)
        + (V (i + 1) - E) * (u (i + 1) * v (i + 1)) = u 1 * v 0 := by
      linear_combination v (i + 1) * hu i hi + hC (i + 1) (by omega)
    calc _ = (-(u (i + 1) * v (i + 2)) - u i * v (i + 1)
        + (V (i + 1) - E) * (u (i + 1) * v (i + 1))) / (u 1 * v 0) := by ring
      _ = 1 := by rw [hX, div_self hW]
  · -- right of the source the column is proportional to `v`
    rw [if_neg (by omega), min_eq_right (by omega : j + 1 ≤ i + 2),
      max_eq_left (by omega : j + 1 ≤ i + 2), min_eq_right (by omega : j + 1 ≤ i),
      max_eq_left (by omega : j + 1 ≤ i), min_eq_right (by omega : j + 1 ≤ i + 1),
      max_eq_left (by omega : j + 1 ≤ i + 1)]
    linear_combination (u (j + 1) / (u 1 * v 0)) * hv i hi
```

Q: So what is the final claim about matrices?

A: Given the two solutions, the two wall conditions and \(u_1v_0\ne0\), both products equal the identity. The proof checks the wall values of each column, applies the two previous theorems entry by entry, and gets the second order from `mul_eq_one_comm`.

```lean
/-- If `u` and `v` solve the Schrödinger equation at sites `1, …, n` with `u_0 = 0`,
`v_{n+1} = 0` and `u_1 v_0 ≠ 0`, then the Green matrix is the two-sided inverse of `H - E`. -/
theorem green_is_inverse {n : ℕ} {V u v : ℕ → K} {E : K} (hu : Solves n V E u)
    (hv : Solves n V E v) (hu0 : u 0 = 0) (hvn : v (n + 1) = 0) (hW : u 1 * v 0 ≠ 0) :
    (hamiltonian n V - E • 1) * greenMatrix n u v = 1 ∧
      greenMatrix n u v * (hamiltonian n V - E • 1) = 1 := by
  have key : (hamiltonian n V - E • 1) * greenMatrix n u v = 1 := by
    ext i j
    have hj := j.isLt
    -- each column of the Green matrix vanishes at both walls
    have hl : green u v 0 ((j : ℕ) + 1) = 0 := by simp [green, hu0]
    have hr : green u v (n + 1) ((j : ℕ) + 1) = 0 := by
      unfold green
      rw [max_eq_left (by omega : (j : ℕ) + 1 ≤ n + 1), hvn, mul_zero, zero_div]
    have hcol : (hamiltonian n V * greenMatrix n u v) i j
        = -green u v ((i : ℕ) + 2) ((j : ℕ) + 1) - green u v (i : ℕ) ((j : ℕ) + 1)
          + V ((i : ℕ) + 1) * green u v ((i : ℕ) + 1) ((j : ℕ) + 1) :=
      hamiltonian_mulVec V (fun k => green u v k ((j : ℕ) + 1)) hl hr i
    have hs := green_source hu hv hu0 hW i.isLt hj
    have hij : (if i = j then (1 : K) else 0) = if (i : ℕ) = (j : ℕ) then 1 else 0 := by
      by_cases h : i = j
      · simp [h]
      · have h' : (i : ℕ) ≠ (j : ℕ) := fun e => h (Fin.ext e)
        rw [if_neg h, if_neg h']
    rw [Matrix.sub_mul, Matrix.smul_mul, Matrix.one_mul, Matrix.sub_apply, Matrix.smul_apply,
      smul_eq_mul, Matrix.one_apply, hcol, hij]
    change _ - E * green u v ((i : ℕ) + 1) ((j : ℕ) + 1) = _
    linear_combination hs
  exact ⟨key, mul_eq_one_comm.mp key⟩
```

Q: What does it mean physically if my code finds \(W=0\)?

A: With your seeds, it means that \(E\) is an eigenvalue of \(H\). The right-hand sweep has arrived at \(v_0=0\), so it satisfies both wall conditions and is a bound state of the box. This is the shooting condition.

The next theorem turns this into an equivalence, assuming \(u_1\ne0\) and \(v_n\ne0\), which exclude zero solutions. If \(W=0\), then \(v\) is a nonzero null vector of \(H-E\), which an invertible matrix cannot have. For the empty chain, \(n=0\), the assumption \(v_n\ne0\) already says \(v_0\ne0\).

```lean
/-- Let `u` and `v` solve the Schrödinger equation at sites `1, …, n` with `u_0 = 0`, `u_1 ≠ 0`,
`v_{n+1} = 0` and `v_n ≠ 0`. Then `H - E` is invertible exactly when `u_1 v_0 ≠ 0`. -/
theorem isUnit_iff_wronskian_ne_zero {n : ℕ} {V u v : ℕ → K} {E : K} (hu : Solves n V E u)
    (hv : Solves n V E v) (hu0 : u 0 = 0) (hu1 : u 1 ≠ 0) (hvn : v (n + 1) = 0)
    (hvn' : v n ≠ 0) :
    IsUnit (hamiltonian n V - E • 1) ↔ u 1 * v 0 ≠ 0 := by
  constructor
  · intro hU hW
    have hv0 : v 0 = 0 := (mul_eq_zero.mp hW).resolve_left hu1
    cases n with
    | zero => exact hvn' hv0
    | succ m =>
      -- `v` now satisfies both wall conditions and is a null vector
      have hnull : (hamiltonian (m + 1) V - E • 1) *ᵥ
          (fun k : Fin (m + 1) => v ((k : ℕ) + 1)) = 0 := by
        ext i
        rw [Matrix.sub_mulVec, Matrix.smul_mulVec, Matrix.one_mulVec, Pi.sub_apply,
          hamiltonian_mulVec V v hv0 hvn i, Pi.smul_apply, smul_eq_mul, Pi.zero_apply]
        linear_combination hv i i.isLt
      obtain ⟨B, hB⟩ := hU.exists_left_inv
      have hz : (fun k : Fin (m + 1) => v ((k : ℕ) + 1)) = 0 := by
        rw [← Matrix.one_mulVec (fun k : Fin (m + 1) => v ((k : ℕ) + 1)), ← hB,
          ← Matrix.mulVec_mulVec, hnull, Matrix.mulVec_zero]
      exact hvn' (congrFun hz (Fin.last m))
  · intro hW
    obtain ⟨h1, h2⟩ := green_is_inverse hu hv hu0 hvn hW
    exact ⟨⟨_, _, h1, h2⟩, rfl⟩
```

Q: What does that give me in a density-of-states run?

A: For this non-interacting chain with real \(V\) and \(\eta>0\), \(H\) has only real eigenvalues, so \(H-E\) is invertible and \(W\ne0\). The broadened local density of states at site \(i+1\) is \(\operatorname{Im}G_{ii}/\pi\). In code, at each energy:

1. Run both sweeps and store \(u\) and \(v\), at a cost proportional to \(n\).
2. Compute \(W=u_1v_0\) once.
3. For each site you want, form \(G_{ii}=u_{i+1}v_{i+1}/W\) and divide its imaginary part by \(\pi\).

The theorems concern exact field elements, not rounding. In a long chain the sweeps can grow exponentially, outside the band and, when \(\eta>0\), inside it too, so watch for overflow.

Q: Show me a case I can check against a formula.

A: Take \(V=0\) and \(E=-2\cos\theta\) with real \(\theta\). The identity \(\sin(a+\theta)+\sin(a-\theta)=2\cos\theta\sin a\) shows that \(u_k=\sin k\theta\) and \(v_k=\sin((n+1-k)\theta)\) are solutions. They have the right zeros, and \(W=\sin\theta\,\sin((n+1)\theta)\). The theorem assumes that both factors are nonzero: the first excludes the band edges \(E=\pm2\), the second the eigenvalues inside the band. In the proof, `key` is the sine identity, and `green_is_inverse` does the rest.

```lean
/-- For the free chain at energy `E = -2 cos θ`, with `sin θ` and `sin ((n+1)θ)` nonzero, the
inverse of `H - E` has the entry `sin (min(k,l) θ) sin ((n+1-max(k,l)) θ) / (sin θ sin ((n+1)θ))`
between sites `k` and `l`, numbered from 1 (`k = i + 1` and `l = j + 1` for matrix indices `i` and
`j`). -/
theorem free_chain_green (n : ℕ) (θ : ℝ) (h1 : Real.sin θ ≠ 0)
    (hn : Real.sin (((n : ℝ) + 1) * θ) ≠ 0) :
    (hamiltonian n (fun _ => (0 : ℝ)) - (-2 * Real.cos θ) • 1) *
      (Matrix.of fun i j : Fin n =>
        Real.sin (((min ((i : ℕ) + 1) ((j : ℕ) + 1) : ℕ) : ℝ) * θ)
          * Real.sin (((n : ℝ) + 1 - ((max ((i : ℕ) + 1) ((j : ℕ) + 1) : ℕ) : ℝ)) * θ)
          / (Real.sin θ * Real.sin (((n : ℝ) + 1) * θ))) = 1 := by
  have key : ∀ a : ℝ, Real.sin (a + θ) + Real.sin (a - θ) = 2 * Real.cos θ * Real.sin a := by
    intro a
    rw [Real.sin_add, Real.sin_sub]
    ring
  have hu : Solves n (fun _ => (0 : ℝ)) (-2 * Real.cos θ) (fun k => Real.sin ((k : ℝ) * θ)) := by
    intro j _
    have h := key (((j : ℝ) + 1) * θ)
    rw [show ((j : ℝ) + 1) * θ + θ = ((j : ℝ) + 2) * θ by ring,
      show ((j : ℝ) + 1) * θ - θ = (j : ℝ) * θ by ring] at h
    push_cast
    linear_combination -h
  have hv : Solves n (fun _ => (0 : ℝ)) (-2 * Real.cos θ)
      (fun k => Real.sin (((n : ℝ) + 1 - (k : ℝ)) * θ)) := by
    intro j _
    have h := key (((n : ℝ) + 1 - ((j : ℝ) + 1)) * θ)
    rw [show ((n : ℝ) + 1 - ((j : ℝ) + 1)) * θ + θ = ((n : ℝ) + 1 - (j : ℝ)) * θ by ring,
      show ((n : ℝ) + 1 - ((j : ℝ) + 1)) * θ - θ = ((n : ℝ) + 1 - ((j : ℝ) + 2)) * θ by ring] at h
    push_cast
    linear_combination -h
  have h := (green_is_inverse hu hv (by simp) (by simp) (by
    simp only [Nat.cast_one, one_mul, Nat.cast_zero, sub_zero]
    exact mul_ne_zero h1 hn)).1
  refine Eq.trans ?_ h
  congr 1
  ext i j
  simp only [greenMatrix, green, Matrix.of_apply, Nat.cast_one, one_mul, Nat.cast_zero, sub_zero]
```

Q: Is the lower band edge lost, then?

A: Only to that parametrisation. At \(E=-2\) the matrix \(H-E\) has 2 on its diagonal, which is the finite-difference Poisson matrix. The theorem below treats it as \(V=2\), \(E=0\), where the solutions are the straight lines \(u_k=k\) and \(v_k=n+1-k\), with \(W=n+1\). Hence

\[
G_{ij}=\frac{\min(i+1,j+1)\,\bigl(n+1-\max(i+1,j+1)\bigr)}{n+1}.
\]

For \(n=1\) this is \(1/2\), the inverse of the single entry 2. If your Poisson solver uses grid spacing \(h\) and divides the matrix by \(h^2\), multiply this inverse by \(h^2\) before comparing.

```lean
/-- The finite-difference Poisson matrix, with `2` on the diagonal and `-1` beside it, has the
inverse with entry `min(k,l) (n + 1 - max(k,l)) / (n + 1)` between sites `k` and `l`, numbered from
1 (`k = i + 1` and `l = j + 1` for matrix indices `i` and `j`). -/
theorem poisson_green (n : ℕ) :
    hamiltonian n (fun _ => (2 : ℝ)) *
      (Matrix.of fun i j : Fin n =>
        ((min ((i : ℕ) + 1) ((j : ℕ) + 1) : ℕ) : ℝ)
          * ((n : ℝ) + 1 - ((max ((i : ℕ) + 1) ((j : ℕ) + 1) : ℕ) : ℝ)) / ((n : ℝ) + 1)) = 1 := by
  -- at zero energy the two solutions are linear functions
  have hu : Solves n (fun _ => (2 : ℝ)) 0 (fun k => (k : ℝ)) := by
    intro j _
    push_cast
    ring
  have hv : Solves n (fun _ => (2 : ℝ)) 0 (fun k => (n : ℝ) + 1 - (k : ℝ)) := by
    intro j _
    push_cast
    ring
  have h := (green_is_inverse hu hv (by simp) (by simp) (by
    simp only [Nat.cast_one, one_mul, Nat.cast_zero, sub_zero]
    positivity)).1
  rw [zero_smul, sub_zero] at h
  refine Eq.trans ?_ h
  congr 1
  ext i j
  simp only [greenMatrix, green, Matrix.of_apply, Nat.cast_one, one_mul, Nat.cast_zero, sub_zero]

end

end DirichletGreenFunction
```

```lean
#print axioms DirichletGreenFunction.isUnit_iff_wronskian_ne_zero
#print axioms DirichletGreenFunction.free_chain_green
#print axioms DirichletGreenFunction.poisson_green
```

```
'DirichletGreenFunction.isUnit_iff_wronskian_ne_zero' depends on axioms: [propext, Classical.choice, Quot.sound]
'DirichletGreenFunction.free_chain_green' depends on axioms: [propext, Classical.choice, Quot.sound]
'DirichletGreenFunction.poisson_green' depends on axioms: [propext, Classical.choice, Quot.sound]
```
